# For one mode, displacements ±σ do not overestimate the Gaussian average of an observable with nonnegative fourth derivative

Let a vibrational coordinate have a centred Gaussian distribution with standard deviation σ > 0. If an observable is four times continuously differentiable, has a nowhere negative fourth derivative and is integrable against the Gaussian, then its mean over the two displacements σ and −σ is at most its full Gaussian average. It is strictly smaller once the fourth derivative is positive at a single point.

The physical problem is the effect of nuclear motion on an electronic quantity such as a transfer integral. Sampling many geometries can be costly; one alternative is to evaluate the quantity at a few chosen displacements. For a single harmonic mode in thermal equilibrium and an observable that meets the conditions above, the two-displacement value is a lower bound on the average.

## One mode and its symmetrised observable

The observable is a function O of the mode coordinate x, and E[·] denotes the Gaussian average. The width σ is an input: it stands for the zero-point and thermal motion at the chosen temperature. The condition O'''' ≥ 0 restricts how the electronic quantity responds to displacement, not the potential in which the nuclei move.

```lean
import Mathlib

open MeasureTheory ProbabilityTheory

namespace SpecialDisplacement

noncomputable section
```

Mathlib's `gaussianReal` takes the mean and the variance, the latter as a nonnegative real; hence `(σ ^ 2).toNNReal`.

```lean
/-- The centred Gaussian distribution of a mode coordinate, with variance `σ ^ 2`. -/
abbrev modeDistribution (σ : ℝ) : Measure ℝ := gaussianReal 0 (σ ^ 2).toNNReal
```

No temperature appears in `thermalAverage`; it enters only through σ. That the measured quantity is the average of a fixed-nuclei function O over one harmonic coordinate is the step left to the physics.

```lean
/-- The average of an observable `O` over the Gaussian distribution of the mode coordinate. -/
def thermalAverage (σ : ℝ) (O : ℝ → ℝ) : ℝ := ∫ x, O x ∂(modeDistribution σ)
```

In practice, special displacements often combine many modes in one large supercell. Here there is one mode, and both signs are evaluated.

```lean
/-- The average of an observable over the two displacements `σ` and `-σ`. -/
def pairAverage (σ : ℝ) (O : ℝ → ℝ) : ℝ := (O σ + O (-σ)) / 2
```

Write O⁽ᵏ⁾ for the k-th derivative, `iteratedDeriv k O` in Lean, and set

G_k(x) = O⁽ᵏ⁾(x) + (−1)ᵏ O⁽ᵏ⁾(−x).

This is `mirror O k`. In particular, G_0(x) = O(x) + O(−x).

```lean
/-- The sum of the `k`-th derivative of `O` at `x` and `(-1) ^ k` times that at `-x`. -/
def mirror (O : ℝ → ℝ) (k : ℕ) (x : ℝ) : ℝ :=
  iteratedDeriv k O x + (-1) ^ k * iteratedDeriv k O (-x)
```

With c = G_1(σ)/(2σ), the gap between G_0 and the even parabola touching it at σ is

D(x) = G_0(x) − G_0(σ) − c(x² − σ²).

```lean
/-- The height of `O x + O (-x)` above the even parabola that touches it at `x = σ`, for `σ ≠ 0` and
`O` differentiable at `σ` and `-σ`. -/
def parabolaGap (O : ℝ → ℝ) (σ x : ℝ) : ℝ :=
  mirror O 0 x - mirror O 0 σ - mirror O 1 σ / (2 * σ) * (x ^ 2 - σ ^ 2)
```

## (a) Differentiating the mirror sums

**Task.** For O in C⁴ and k < 4, show that differentiation raises the index by one:

G_k'(x) = G_{k+1}(x).

**Solution.** By the chain rule, the derivative of O⁽ᵏ⁾(−x) is −O⁽ᵏ⁺¹⁾(−x). The extra minus sign turns (−1)ᵏ into (−1)ᵏ⁺¹, which gives G_{k+1}. The condition k < 4 ensures that O⁽ᵏ⁾ is differentiable.

In the code, `hD` differentiates O⁽ᵏ⁾, and `comp` with `hn` is the chain rule.

```lean
variable {O : ℝ → ℝ} {σ : ℝ}

/-- For a four times continuously differentiable observable and `k < 4`, the derivative of
the `k`-th mirror sum is the next mirror sum. -/
theorem hasDerivAt_mirror (hO : ContDiff ℝ 4 O) {k : ℕ} (hk : k < 4) (x : ℝ) :
    HasDerivAt (mirror O k) (mirror O (k + 1) x) x := by
  have hD : ∀ y, HasDerivAt (iteratedDeriv k O) (iteratedDeriv (k + 1) O y) y := by
    intro y
    rw [iteratedDeriv_succ]
    exact (hO.differentiable_iteratedDeriv k (by exact_mod_cast hk) y).hasDerivAt
  have hn : HasDerivAt (fun y : ℝ => -y) (-1) x := hasDerivAt_neg x
  have h2 := ((hD (-x)).comp x hn).const_mul ((-1 : ℝ) ^ k)
  have h3 : HasDerivAt (mirror O k)
      (iteratedDeriv (k + 1) O x + (-1) ^ k * (iteratedDeriv (k + 1) O (-x) * -1)) x :=
    (hD x).add h2
  exact h3.congr_deriv (by unfold mirror; ring)
```

## (b) The touching parabola lies below

**Task.** For O in C⁴ with O'''' ≥ 0 and σ > 0, show that for every real x

D(x) ≥ 0.

**Solution.** Since G_4(x) = O''''(x) + O''''(−x) ≥ 0, G_3 is nondecreasing. It vanishes at 0, so G_3 ≥ 0 for x ≥ 0. As G_3 is the second derivative of G_1, the function G_1 is convex on [0, ∞), and G_1(0) = 0. For 0 ≤ a ≤ b with b > 0, write a = (1 − a/b)·0 + (a/b)·b. Convexity then gives

G_1(a) ≤ (a/b) G_1(b).

The slope of the gap is

D'(x) = G_1(x) − (x/σ) G_1(σ).

For 0 ≤ x ≤ σ, take a = x and b = σ: D'(x) ≤ 0. For x ≥ σ, take a = σ and b = x, and multiply by x/σ: D'(x) ≥ 0. So D is nonincreasing on [0, σ], has D(σ) = 0 and is nondecreasing afterwards, which makes it nonnegative for x ≥ 0. Since D is even, the same holds for x < 0.

The names follow these steps: `m3` is the monotonicity of G_3, `hconv` the convexity, `slope` the inequality for a and b, and `dg` the formula for D'. `anti` and `mono` treat the two intervals, and the final case split uses evenness.

```lean
/-- If the fourth derivative of a `C⁴` observable is nowhere negative and `σ > 0`, then
`O x + O (-x)` lies nowhere below its touching parabola. -/
theorem parabolaGap_nonneg (hO : ContDiff ℝ 4 O) (h4 : ∀ x, 0 ≤ iteratedDeriv 4 O x)
    (hσ : 0 < σ) (x : ℝ) : 0 ≤ parabolaGap O σ x := by
  have d0 : ∀ y, HasDerivAt (mirror O 0) (mirror O 1 y) y :=
    hasDerivAt_mirror hO (by norm_num)
  have d1 : ∀ y, HasDerivAt (mirror O 1) (mirror O 2 y) y :=
    hasDerivAt_mirror hO (by norm_num)
  have d2 : ∀ y, HasDerivAt (mirror O 2) (mirror O 3 y) y :=
    hasDerivAt_mirror hO (by norm_num)
  have d3 : ∀ y, HasDerivAt (mirror O 3) (mirror O 4 y) y :=
    hasDerivAt_mirror hO (by norm_num)
  have z1 : mirror O 1 0 = 0 := by unfold mirror; rw [neg_zero]; ring
  have z3 : mirror O 3 0 = 0 := by unfold mirror; rw [neg_zero]; ring
  -- the third mirror sum `mirror O 3` is nondecreasing
  have m3 : Monotone (mirror O 3) := by
    refine monotone_of_deriv_nonneg (fun y => (d3 y).differentiableAt) (fun y => ?_)
    rw [(d3 y).deriv]
    unfold mirror
    linarith [h4 y, h4 (-y)]
  -- hence the first mirror sum `mirror O 1` is convex on the nonnegative half-line
  have hconv : ConvexOn ℝ (Set.Ici 0) (mirror O 1) := by
    refine convexOn_of_hasDerivWithinAt2_nonneg (f' := mirror O 2) (f'' := mirror O 3)
      (convex_Ici 0) (fun y _ => (d1 y).continuousAt.continuousWithinAt)
      (fun y _ => (d1 y).hasDerivWithinAt) (fun y _ => (d2 y).hasDerivWithinAt)
      (fun y hy => ?_)
    have hy0 : (0 : ℝ) ≤ y := interior_subset hy
    linarith [m3 hy0]
  have slope : ∀ a b : ℝ, 0 ≤ a → a ≤ b → 0 < b →
      mirror O 1 a ≤ a / b * mirror O 1 b := by
    intro a b ha hab hb
    have h := hconv.2 (Set.mem_Ici.2 le_rfl) (Set.mem_Ici.2 hb.le)
      (sub_nonneg.2 ((div_le_one hb).2 hab)) (div_nonneg ha hb.le) (by ring)
    simpa only [smul_eq_mul, mul_zero, zero_add, z1, div_mul_cancel₀ _ hb.ne'] using h
  have dg : ∀ y, HasDerivAt (parabolaGap O σ)
      (mirror O 1 y - y / σ * mirror O 1 σ) y := by
    intro y
    have hsq : HasDerivAt (fun z : ℝ => z ^ 2) (2 * y) y := by
      simpa using hasDerivAt_pow 2 y
    have h : HasDerivAt (parabolaGap O σ)
        (mirror O 1 y - mirror O 1 σ / (2 * σ) * (2 * y)) y :=
      ((d0 y).sub_const _).sub ((hsq.sub_const _).const_mul _)
    have e : mirror O 1 σ / (2 * σ) * (2 * y) = y / σ * mirror O 1 σ := by
      have := hσ.ne'
      field_simp
    rwa [e] at h
  have dif : Differentiable ℝ (parabolaGap O σ) := fun y => (dg y).differentiableAt
  have zσ : parabolaGap O σ σ = 0 := by simp [parabolaGap]
  -- the gap is nonincreasing on `[0, σ]` and nondecreasing on `[σ, ∞)`
  have anti : AntitoneOn (parabolaGap O σ) (Set.Icc 0 σ) := by
    refine antitoneOn_of_deriv_nonpos (convex_Icc 0 σ) dif.continuous.continuousOn
      dif.differentiableOn (fun y hy => ?_)
    have hy' := interior_subset hy
    rw [(dg y).deriv]
    linarith [slope y σ hy'.1 hy'.2 hσ]
  have mono : MonotoneOn (parabolaGap O σ) (Set.Ici σ) := by
    refine monotoneOn_of_deriv_nonneg (convex_Ici σ) dif.continuous.continuousOn
      dif.differentiableOn (fun y hy => ?_)
    have hy' : σ ≤ y := interior_subset hy
    have hy0 : 0 < y := hσ.trans_le hy'
    have h := mul_le_mul_of_nonneg_left (slope σ y hσ.le hy' hy0) (div_pos hy0 hσ).le
    have e : y / σ * (σ / y * mirror O 1 y) = mirror O 1 y := by
      have := hσ.ne'
      have := hy0.ne'
      field_simp
    rw [(dg y).deriv]
    linarith
  have pos : ∀ y, 0 ≤ y → 0 ≤ parabolaGap O σ y := by
    intro y hy
    rcases le_total y σ with h | h
    · exact zσ ▸ anti ⟨hy, h⟩ ⟨hσ.le, le_rfl⟩ h
    · exact zσ ▸ mono (Set.mem_Ici.2 le_rfl) (Set.mem_Ici.2 h) h
  rcases le_total 0 x with h | h
  · exact pos x h
  · have e : parabolaGap O σ (-x) = parabolaGap O σ x := by
      simp only [parabolaGap, mirror, neg_neg]; ring
    exact e ▸ pos (-x) (neg_nonneg.2 h)
```

## (c) The mean of the gap

**Task.** For O integrable against the Gaussian, show that D is integrable and that its mean measures the error of the two-displacement average:

E[D] = 2 (E[O] − (O(σ) + O(−σ))/2).

**Solution.** The Gaussian is symmetric, so E[O(−x)] = E[O] and E[G_0] = 2E[O]. Its second moment is σ², so

E[D] = 2E[O] − G_0(σ) − c(σ² − σ²) = 2E[O] − O(σ) − O(−σ).

The value of c drops out, and neither smoothness nor a sign of σ is needed.

Here `hp` expresses the reflection symmetry and `hr` the resulting equality of integrals. `hm` obtains the second moment from the variance. The remaining lines split the integral, after checking that each part is integrable.

```lean
/-- For an observable integrable against the Gaussian, the gap is integrable and its mean is
twice the thermal average minus twice the two-displacement average. -/
theorem integral_parabolaGap (hI : Integrable O (modeDistribution σ)) :
    Integrable (parabolaGap O σ) (modeDistribution σ) ∧
    ∫ x, parabolaGap O σ x ∂(modeDistribution σ) =
      2 * (thermalAverage σ O - pairAverage σ O) := by
  -- reflection symmetry of the Gaussian
  have hp : MeasurePreserving (fun x : ℝ => -x) (modeDistribution σ) (modeDistribution σ) :=
    ⟨measurable_neg, by rw [gaussianReal_map_neg, neg_zero]⟩
  have he : MeasurableEmbedding (fun x : ℝ => -x) := (MeasurableEquiv.neg ℝ).measurableEmbedding
  have hI' : Integrable (fun x => O (-x)) (modeDistribution σ) :=
    (hp.integrable_comp_emb he).2 hI
  have hr : ∫ x, O (-x) ∂(modeDistribution σ) = ∫ x, O x ∂(modeDistribution σ) :=
    hp.integral_comp he O
  -- second moment
  have hs : Integrable (fun x : ℝ => x ^ 2) (modeDistribution σ) :=
    (memLp_id_gaussianReal' 2 (by simp)).integrable_sq
  have hm : ∫ x, x ^ 2 ∂(modeDistribution σ) = σ ^ 2 := by
    have h := variance_of_integral_eq_zero (μ := modeDistribution σ) (X := id)
      aemeasurable_id integral_id_gaussianReal
    rw [variance_id_gaussianReal, Real.coe_toNNReal _ (sq_nonneg σ)] at h
    exact h.symm
  obtain ⟨c, hc⟩ : ∃ c, c = mirror O 1 σ / (2 * σ) := ⟨_, rfl⟩
  have e : parabolaGap O σ =
      fun x => (O x + O (-x)) - (c * x ^ 2 + (O σ + O (-σ) - c * σ ^ 2)) := by
    funext x
    rw [parabolaGap, ← hc]
    simp only [mirror, iteratedDeriv_zero]
    ring
  have i1 : Integrable (fun x => O x + O (-x)) (modeDistribution σ) := hI.add hI'
  have i2 : Integrable (fun x => c * x ^ 2) (modeDistribution σ) := hs.const_mul c
  have i3 : Integrable (fun x => c * x ^ 2 + (O σ + O (-σ) - c * σ ^ 2))
      (modeDistribution σ) := i2.add (integrable_const _)
  rw [e]
  refine ⟨i1.sub i3, ?_⟩
  rw [integral_sub i1 i3, integral_add hI hI', integral_add i2 (integrable_const _),
    integral_const_mul, hr, hm, integral_const, probReal_univ, one_smul]
  unfold thermalAverage pairAverage
  ring
```

## (d) The lower bound

**Task.** For O in C⁴ with O'''' ≥ 0, integrable against the Gaussian, and σ > 0, show that

(O(σ) + O(−σ))/2 ≤ E[O].

**Solution.** By (b), D ≥ 0, so E[D] ≥ 0. By (c), this is twice the claimed difference. For O(x) = x⁴ the two sides are σ⁴ and 3σ⁴.

Integrability matters in Lean, where a divergent integral has the value 0: for O(x) = exp(x²/σ²) the inequality would then fail.

```lean
/-- For `σ > 0` and a `C⁴` observable with nonnegative fourth derivative that is integrable
against the Gaussian, the two-displacement average is at most the thermal average. -/
theorem pairAverage_le_thermalAverage (hO : ContDiff ℝ 4 O)
    (h4 : ∀ x, 0 ≤ iteratedDeriv 4 O x) (hσ : 0 < σ)
    (hI : Integrable O (modeDistribution σ)) :
    pairAverage σ O ≤ thermalAverage σ O := by
  have h : 0 ≤ ∫ x, parabolaGap O σ x ∂(modeDistribution σ) :=
    integral_nonneg (fun x => parabolaGap_nonneg hO h4 hσ x)
  rw [(integral_parabolaGap hI).2] at h
  linarith
```

## (e) When the bound is strict

**Task.** Under the conditions of (d), suppose also that O''''(x₀) > 0 for some x₀. Show that

(O(σ) + O(−σ))/2 < E[O].

**Solution.** Suppose equality holds. Then E[D] = 0 by (c). Since D is continuous and nonnegative and the Gaussian density is positive everywhere, D vanishes identically. Hence G_0(x) = c x² + constant, and successive derivatives give

G_1(x) = 2cx, G_2(x) = 2c, G_3(x) = 0, G_4(x) = 0.

But G_4(x₀) = O''''(x₀) + O''''(−x₀) > 0, a contradiction.

Lean first obtains D = 0 almost everywhere for the Gaussian (`hae`), then for Lebesgue measure (`hvol`), and by continuity everywhere (`hzero`). The steps `e0` to `e4` are the successive derivatives, identified by uniqueness of the derivative.

```lean
/-- For `σ > 0` and a `C⁴` observable that is integrable against the Gaussian and whose fourth
derivative is nowhere negative and is positive at some point, the two-displacement average is
strictly smaller than the thermal average. -/
theorem pairAverage_lt_thermalAverage (hO : ContDiff ℝ 4 O)
    (h4 : ∀ x, 0 ≤ iteratedDeriv 4 O x) (hσ : 0 < σ)
    (hI : Integrable O (modeDistribution σ)) {x₀ : ℝ} (hx : 0 < iteratedDeriv 4 O x₀) :
    pairAverage σ O < thermalAverage σ O := by
  refine lt_of_le_of_ne (pairAverage_le_thermalAverage hO h4 hσ hI) (fun heq => ?_)
  obtain ⟨hg, hint⟩ := integral_parabolaGap hI
  rw [heq, sub_self, mul_zero] at hint
  -- a nonnegative continuous gap with zero mean vanishes identically
  have hae := (integral_eq_zero_iff_of_nonneg
    (fun x => parabolaGap_nonneg hO h4 hσ x) hg).1 hint
  have hv : (σ ^ 2).toNNReal ≠ 0 := (Real.toNNReal_pos.2 (by positivity)).ne'
  have hvol := (gaussianReal_absolutelyContinuous' 0 hv).ae_eq hae
  have hcont : Continuous (parabolaGap O σ) := by
    have := hO.continuous
    unfold parabolaGap mirror
    simp only [iteratedDeriv_zero]
    fun_prop
  have hzero := (Continuous.ae_eq_iff_eq volume hcont continuous_zero).1 hvol
  obtain ⟨c, hc⟩ : ∃ c, c = mirror O 1 σ / (2 * σ) := ⟨_, rfl⟩
  -- so the mirror sum is a parabola, and its fourth derivative is zero
  have e0 : mirror O 0 = fun x => c * x ^ 2 + (mirror O 0 σ - c * σ ^ 2) := by
    funext x
    have h : parabolaGap O σ x = 0 := congrFun hzero x
    rw [parabolaGap, ← hc] at h
    linarith
  have e1 : mirror O 1 = fun x => 2 * c * x := by
    funext x
    have hsq : HasDerivAt (fun z : ℝ => z ^ 2) (2 * x) x := by
      simpa using hasDerivAt_pow 2 x
    have h := hasDerivAt_mirror hO (k := 0) (by norm_num) x
    rw [e0] at h
    exact (h.unique ((hsq.const_mul c).add_const _)).trans (by ring)
  have e2 : mirror O 2 = fun _ => 2 * c := by
    funext x
    have h := hasDerivAt_mirror hO (k := 1) (by norm_num) x
    rw [e1] at h
    exact (h.unique ((hasDerivAt_id' x).const_mul (2 * c))).trans (by ring)
  have e3 : mirror O 3 = fun _ => 0 := by
    funext x
    have h := hasDerivAt_mirror hO (k := 2) (by norm_num) x
    rw [e2] at h
    exact h.unique (hasDerivAt_const x (2 * c))
  have e4 : mirror O 4 x₀ = 0 := by
    have h := hasDerivAt_mirror hO (k := 3) (by norm_num) x₀
    rw [e3] at h
    exact h.unique (hasDerivAt_const x₀ 0)
  unfold mirror at e4
  linarith [h4 (-x₀)]
```

## (f) An exponential transfer integral

**Task.** Let O(x) = t exp(−αx) with t > 0, α ≠ 0 and σ > 0. Here t is the transfer integral at the equilibrium geometry and α its decay constant along the mode. Show that

t (exp(−ασ) + exp(ασ))/2 < E[t exp(−αx)].

**Solution.** Each derivative brings down a factor −α, so

O⁽ᵏ⁾(x) = t(−α)ᵏ exp(−αx), O''''(x) = tα⁴ exp(−αx) > 0.

The exponential is integrable against a Gaussian, and (e) applies. By the usual Gaussian integral, the two sides are t cosh(ασ) and t exp(α²σ²/2). For a negative transfer integral, t < 0, the inequality reverses, and it is the magnitude that is underestimated.

The induction `hk` gives all derivatives, and `hpos` the sign of the fourth.

```lean
/-- For a transfer integral `t * exp (-α * x)` with `t > 0` and `α ≠ 0`, and for `σ > 0`, the
two-displacement average is strictly smaller than the thermal average. -/
theorem transferIntegral_underestimated {t α : ℝ} (ht : 0 < t) (hα : α ≠ 0) (hσ : 0 < σ) :
    pairAverage σ (fun x => t * Real.exp (-α * x)) <
      thermalAverage σ (fun x => t * Real.exp (-α * x)) := by
  have hk : ∀ k : ℕ, iteratedDeriv k (fun x => t * Real.exp (-α * x)) =
      fun x => t * (-α) ^ k * Real.exp (-α * x) := by
    intro k
    induction k with
    | zero => simp
    | succ k ih =>
      rw [iteratedDeriv_succ, ih]
      funext x
      have h := (((hasDerivAt_id' x).const_mul (-α)).exp).const_mul (t * (-α) ^ k)
      rw [h.deriv]
      ring
  have hpos : ∀ x, 0 < iteratedDeriv 4 (fun x => t * Real.exp (-α * x)) x := by
    intro x
    rw [hk 4]
    have h : 0 < (-α) ^ 4 := by
      rw [show (-α) ^ 4 = α ^ 4 by ring]
      positivity
    exact mul_pos (mul_pos ht h) (Real.exp_pos _)
  exact pairAverage_lt_thermalAverage (by fun_prop) (fun x => (hpos x).le) hσ
    ((integrable_exp_mul_gaussianReal (-α)).const_mul t) (hpos 0)

end

end SpecialDisplacement
```

```lean
#print axioms SpecialDisplacement.pairAverage_le_thermalAverage
#print axioms SpecialDisplacement.transferIntegral_underestimated
```

```
'SpecialDisplacement.pairAverage_le_thermalAverage' depends on axioms: [propext, Classical.choice, Quot.sound]
'SpecialDisplacement.transferIntegral_underestimated' depends on axioms: [propext, Classical.choice, Quot.sound]
```

## How Mathlib supplies the convexity in (b)

The lemma `convexOn_of_hasDerivWithinAt2_nonneg` asks for continuity on a convex set, but for the two derivatives and the sign of the second only in its interior. Its conclusion, `ConvexOn`, is a pair: the set is convex, and the function satisfies the chord inequality. The code takes the second component, `hconv.2`, at the points 0 and b with weights 1 − a/b and a/b. This turns the sign of G_3 directly into the comparison of slopes.

## Symmetric distributions that are not Gaussian

The solutions of (c) and (d) use only the reflection symmetry of the distribution and its second moment σ². The same argument therefore gives the non-strict bound for any symmetric probability distribution with that second moment, provided O is integrable against it. An example is a mode in a symmetric anharmonic well; the Lean theorems themselves treat the Gaussian. Strictness can be lost: for a distribution concentrated equally on σ and −σ, the two averages coincide.
